# Fischer's inequality as repulsion between free fermions on disjoint sets of sites

For a positive semidefinite kernel K and disjoint finite sets of sites A and B,

det K_{A∪B} ≤ det K_A · det K_B,

where K_S is the submatrix of K with rows and columns in S. If the left side is nonzero, equality holds exactly when K i j = 0 for every i in A and j in B.

Here a site is a single mode that holds at most one fermion, so spin, if present, is part of the site label. In a Slater determinant, or in a grand-canonical thermal state of free fermions without pairing, the probability that every site of S is occupied is det K_S, with K i j = ⟨c†_j c_i⟩. The inequality then says that finding A full never makes it more likely to find B full. This is the exchange hole of non-interacting lattice fermions, stated for groups of sites.

## The kernel and its minors

In Lean 4 with Mathlib:

```lean
import Mathlib

open Matrix
open scoped ComplexOrder MatrixOrder

namespace FermionicRepulsion

noncomputable section

variable {n m k : Type*} [Fintype n] [DecidableEq n] [Fintype m] [DecidableEq m]
  [Fintype k] [DecidableEq k]

/-- The kernel restricted to the sites in `S`. -/
def restrict (K : Matrix n n ℂ) (S : Finset n) : Matrix S S ℂ :=
  K.submatrix (fun i => i.1) (fun i => i.1)

/-- The joint occupation of the sites in `S`: the real part of the principal minor of the
kernel on `S`. -/
def occupation (K : Matrix n n ℂ) (S : Finset n) : ℝ := (restrict K S).det.re

/-- The kernel on the sites of `A` and `B`, arranged in two-by-two block form. -/
def blockKernel (K : Matrix n n ℂ) (A B : Finset n) : Matrix (A ⊕ B) (A ⊕ B) ℂ :=
  fromBlocks (restrict K A) (K.submatrix (fun i => i.1) (fun j => j.1))
    (K.submatrix (fun i => i.1) (fun j => j.1)) (restrict K B)
```

The type `n` labels the sites, and `Finset n` is the type of finite sets of them. `occupation K S` is the real part of det K_S. Despite its name it is a joint quantity, not a mean particle number. For an empty set it is 1. `blockKernel` lists the sites of A first and those of B second.

The step from the minor to a probability is Wick's theorem, which is taken from physics here. It also requires K ≤ 1, the Pauli bound on orbital occupations, but the inequality itself holds without that bound. For interacting fermions K is still positive semidefinite, but its minors are in general no longer joint probabilities.

## Positive semidefiniteness: no orbital has negative occupation

For normalised amplitudes x_i, the sum Σ x̄_i K i j x_j is the mean occupation of the orbital created by Σ x_j c†_j, so it cannot be negative. For a general vector x the sum is such an occupation times Σ |x_i|², so it is never negative either. `K.PosSemidef` states this together with Hermiticity.

By hand, positivity enters through the eigenvalues. Let N be positive semidefinite of dimension d with tr N = d, and let λ_i ≥ 0 be its eigenvalues. Since λ ≤ exp(λ − 1),

det N = ∏ λ_i ≤ exp(Σ (λ_i − 1)) = exp(d − d) = 1.

If det N = 1, no λ_i is zero. Any λ_i ≠ 1 would make its factor strictly smaller than the exponential and the product less than 1. Hence all λ_i = 1 and N = 1.

Now compare two positive semidefinite matrices M and D, with D invertible and tr(M D⁻¹) = d. Write D = C†C and set N = (C⁻¹)† M C⁻¹. Then N is positive semidefinite and

tr N = tr(M C⁻¹ (C⁻¹)†) = tr(M D⁻¹) = d,

det M = det D · det N ≤ det D.

Equality forces N = 1, and so M = C†C = D.

```lean
/-- The determinant of a positive semidefinite matrix is real and nonnegative. -/
theorem det_real_nonneg {N : Matrix n n ℂ} (hN : N.PosSemidef) :
    0 ≤ N.det.re ∧ N.det.im = 0 := by
  have h := Complex.le_def.mp hN.det_nonneg
  exact ⟨by simpa using h.1, by simpa using h.2.symm⟩

/-- A positive semidefinite matrix whose trace equals its dimension has determinant at most
one, and determinant one only if it is the identity. -/
theorem det_le_one_of_trace {N : Matrix n n ℂ} (hN : N.PosSemidef)
    (ht : N.trace = (Fintype.card n : ℂ)) :
    N.det.re ≤ 1 ∧ (N.det.re = 1 → N = 1) := by
  have hH := hN.isHermitian
  have hd : N.det = ((∏ i, hH.eigenvalues i : ℝ) : ℂ) := by
    rw [Complex.ofReal_prod]
    exact hH.det_eq_prod_eigenvalues
  have hs' : ((∑ i, hH.eigenvalues i : ℝ) : ℂ) = (Fintype.card n : ℂ) := by
    rw [Complex.ofReal_sum, ← ht]
    exact hH.trace_eq_sum_eigenvalues.symm
  have hs : ∑ i, hH.eigenvalues i = (Fintype.card n : ℝ) := by exact_mod_cast hs'
  have h0 : ∀ i, 0 ≤ hH.eigenvalues i := fun i => hN.eigenvalues_nonneg i
  -- each eigenvalue obeys x ≤ exp (x - 1), and these exponentials multiply to one
  have hle : ∀ i, hH.eigenvalues i ≤ Real.exp (hH.eigenvalues i - 1) := fun i => by
    linarith [Real.add_one_le_exp (hH.eigenvalues i - 1)]
  have he : ∏ i, Real.exp (hH.eigenvalues i - 1) = 1 := by
    rw [← Real.exp_sum, Finset.sum_sub_distrib, hs]
    simp
  rw [hd, Complex.ofReal_re]
  refine ⟨he ▸ Finset.prod_le_prod (fun i _ => h0 i) (fun i _ => hle i), fun h1 => ?_⟩
  have hone : hH.eigenvalues = fun _ => (1 : ℝ) := by
    funext i
    by_contra hi
    have hpos : ∀ j ∈ Finset.univ, 0 < hH.eigenvalues j := fun j hj =>
      lt_of_le_of_ne (h0 j) fun hz => by
        rw [Finset.prod_eq_zero hj hz.symm] at h1
        exact zero_ne_one h1
    have hlt := Finset.prod_lt_prod hpos (fun j _ => hle j)
      ⟨i, Finset.mem_univ i, by
        linarith [Real.add_one_lt_exp (sub_ne_zero.mpr hi)]⟩
    linarith
  have hsp := hH.spectral_theorem
  rw [hone] at hsp
  exact hsp.trans (by simp [Function.comp_def])

/-- A positive semidefinite matrix is a Gram matrix. -/
theorem exists_gram {D : Matrix n n ℂ} (hD : D.PosSemidef) :
    ∃ C : Matrix n n ℂ, D = Cᴴ * C :=
  CStarAlgebra.nonneg_iff_eq_star_mul_self.mp hD.nonneg

/-- Let `M` and `D` be positive semidefinite, `D` invertible, and let the trace of `M D⁻¹` equal
the dimension. Then `det M ≤ det D`, with equality only if `M = D`. -/
theorem det_le_det_of_trace {M D : Matrix n n ℂ} (hM : M.PosSemidef) (hD : D.PosSemidef)
    (h0 : D.det ≠ 0) (ht : (M * D⁻¹).trace = (Fintype.card n : ℂ)) :
    M.det.re ≤ D.det.re ∧ (M.det.re = D.det.re → M = D) := by
  obtain ⟨hre, him⟩ := det_real_nonneg hD
  have hpos : 0 < D.det.re := lt_of_le_of_ne hre fun h => h0 (Complex.ext h.symm him)
  obtain ⟨C, hC⟩ := exists_gram hD
  have hu : IsUnit C.det := isUnit_iff_ne_zero.mpr fun h => h0 (by rw [hC, det_mul, h, mul_zero])
  -- normalise M by the factor C of D
  have hN := hM.conjTranspose_mul_mul_same C⁻¹
  have htN : ((C⁻¹)ᴴ * M * C⁻¹).trace = (Fintype.card n : ℂ) := by
    rw [trace_mul_cycle, trace_mul_comm, ← ht, hC, Matrix.mul_inv_rev,
      conjTranspose_nonsing_inv]
  obtain ⟨h1, h2⟩ := det_le_one_of_trace hN htN
  have hl : Cᴴ * (C⁻¹)ᴴ = 1 := by
    rw [← conjTranspose_mul, nonsing_inv_mul _ hu, conjTranspose_one]
  have hback : M = Cᴴ * ((C⁻¹)ᴴ * M * C⁻¹) * C := by
    calc M = (Cᴴ * (C⁻¹)ᴴ) * M * (C⁻¹ * C) := by
          rw [hl, nonsing_inv_mul _ hu, one_mul, mul_one]
      _ = _ := by simp only [mul_assoc]
  have hdet : M.det = D.det * ((C⁻¹)ᴴ * M * C⁻¹).det := by
    have h := congrArg Matrix.det hback
    rw [det_mul, det_mul Cᴴ] at h
    rw [hC, det_mul Cᴴ C]
    linear_combination h
  have hr : M.det.re = D.det.re * ((C⁻¹)ᴴ * M * C⁻¹).det.re := by
    have h := congrArg Complex.re hdet
    rwa [Complex.mul_re, him, zero_mul, sub_zero] at h
  refine ⟨by rw [hr]; nlinarith, fun h => ?_⟩
  have hN1 := h2 (mul_left_cancel₀ hpos.ne' (by rw [← hr, h, mul_one]))
  rw [hback, hN1, mul_one, hC]
```

`det_real_nonneg` makes it harmless to take real parts. In `det_le_one_of_trace`, `hle` is the exponential bound and `he` evaluates the product of exponentials. `Finset.prod_lt_prod` supplies the strict case, and the spectral theorem turns unit eigenvalues into N = 1. `exists_gram` provides C. In `det_le_det_of_trace`, `htN` is the trace computation, `hback` recovers M from N, and `hdet` is the determinant identity.

Hermiticity with nonnegative diagonal entries would not be enough. Take three sites with K i i = 0 and K i j = 1 for i ≠ j. Then det K = 2, while A = {1, 2} and B = {3} give (−1) · 0 = 0.

## Nonzero joint occupation: what the equality criterion needs

Physically, this hypothesis says that A and B can be found completely full at the same time. Mathematically, it says that K_{A∪B} is invertible. The inequality does not need it as a hypothesis, but the equality criterion does.

Write the joint kernel in blocks, with P = K_A, R = K_B and Q the entries from A to B:

M = [ P Q ; Q† R ], D = [ P 0 ; 0 R ].

Suppose M is invertible and Pv = 0. For x = (v, 0) we get x†Mx = v†Pv = 0. Positivity then gives Mx = 0, so x = 0 and v = 0. Thus P is invertible, and the same argument with (0, v) works for R. As principal submatrices of M, both P and R are positive semidefinite, and hence so is D. The diagonal blocks of M D⁻¹ are PP⁻¹ = 1 and RR⁻¹ = 1, so tr(M D⁻¹) is the dimension. The comparison above yields

det M ≤ det D = det P · det R,

with equality only if M = D, that is, Q = 0. If M is singular, its determinant is 0 and the right side is nonnegative, so the inequality still holds.

```lean
/-- Both diagonal blocks of an invertible positive semidefinite matrix are invertible. -/
theorem diagonal_blocks_det_ne_zero {P : Matrix m m ℂ} {Q : Matrix m k ℂ} {S : Matrix k m ℂ}
    {R : Matrix k k ℂ} (h : (fromBlocks P Q S R).PosSemidef)
    (h0 : (fromBlocks P Q S R).det ≠ 0) : P.det ≠ 0 ∧ R.det ≠ 0 := by
  constructor <;> intro hz <;> obtain ⟨v, hv, hv0⟩ := exists_mulVec_eq_zero_iff.mpr hz <;>
    apply h0 <;> apply exists_mulVec_eq_zero_iff.mp
  · refine ⟨Sum.elim v 0, fun e => hv (funext fun i => congrFun e (Sum.inl i)), ?_⟩
    apply (h.dotProduct_mulVec_zero_iff _).mp
    simp [fromBlocks_mulVec, dotProduct, Fintype.sum_sum_type, hv0]
  · refine ⟨Sum.elim 0 v, fun e => hv (funext fun i => congrFun e (Sum.inr i)), ?_⟩
    apply (h.dotProduct_mulVec_zero_iff _).mp
    simp [fromBlocks_mulVec, dotProduct, Fintype.sum_sum_type, hv0]

/-- Fischer's inequality in block form: the determinant of an invertible positive semidefinite
matrix is at most the product of those of its diagonal blocks, with equality only if the
off-diagonal block `Q` vanishes. -/
theorem fischer_block {P : Matrix m m ℂ} {Q : Matrix m k ℂ} {S : Matrix k m ℂ}
    {R : Matrix k k ℂ} (h : (fromBlocks P Q S R).PosSemidef)
    (h0 : (fromBlocks P Q S R).det ≠ 0) :
    (fromBlocks P Q S R).det.re ≤ P.det.re * R.det.re ∧
      ((fromBlocks P Q S R).det.re = P.det.re * R.det.re → Q = 0) := by
  have hP : P.PosSemidef := h.submatrix Sum.inl
  have hR : R.PosSemidef := h.submatrix Sum.inr
  obtain ⟨hp, hr⟩ := diagonal_blocks_det_ne_zero h h0
  have hD : (fromBlocks P 0 0 R).PosSemidef := by
    obtain ⟨X, hX⟩ := exists_gram hP
    obtain ⟨Y, hY⟩ := exists_gram hR
    have e : fromBlocks P 0 0 R = (fromBlocks X 0 0 Y)ᴴ * fromBlocks X 0 0 Y := by
      simp [fromBlocks_conjTranspose, fromBlocks_multiply, hX, hY]
    rw [e]
    exact posSemidef_conjTranspose_mul_self _
  have hdet : (fromBlocks P 0 0 R).det = P.det * R.det := det_fromBlocks_zero₂₁ _ _ _
  have hP1 := mul_nonsing_inv P (isUnit_iff_ne_zero.mpr hp)
  have hR1 := mul_nonsing_inv R (isUnit_iff_ne_zero.mpr hr)
  have hinv : (fromBlocks P 0 0 R)⁻¹ = fromBlocks P⁻¹ 0 0 R⁻¹ :=
    inv_eq_right_inv (by simp [fromBlocks_multiply, hP1, hR1])
  -- the block-diagonal part has the trace normalisation needed for the comparison
  have key := det_le_det_of_trace h hD (by rw [hdet]; exact mul_ne_zero hp hr)
    (by
      rw [hinv, fromBlocks_multiply]
      simp [Matrix.trace, Fintype.sum_sum_type, hP1, hR1])
  rw [hdet, Complex.mul_re, (det_real_nonneg hP).2, zero_mul, sub_zero] at key
  exact ⟨key.1, fun e => (fromBlocks_inj.mp (key.2 e)).2.1⟩
```

`diagonal_blocks_det_ne_zero` is the null-vector argument, with `Sum.elim v 0` as the padded vector. `fischer_block` builds D, checks its positivity from Gram factors of P and R, finds its inverse and applies the comparison. In these two theorems the letter `S` is the lower-left block, which Hermiticity makes equal to Q†, and not a set of sites.

Without the hypothesis, equality can hold between coupled sets. Put one particle in an equal superposition over three sites, so that every K i j = 1/3. With A = {1, 2} and B = {3}, both sides are 0, although K 1 3 = 1/3. One particle cannot fill two sites, so both sides vanish whatever the coupling. The converse, that a vanishing coupling gives factorisation, needs no such condition.

## Disjointness: no site is counted twice

Disjoint sets ask about different sites. By hand, this is what allows A ∪ B to be listed as the sites of A followed by those of B. Reordering rows and columns in the same way leaves the determinant unchanged, so det K_{A∪B} = det M.

```lean
omit [Fintype n] in
/-- For disjoint `A` and `B`, the joint occupation of `A ∪ B` is the real part of the determinant
of the block kernel. -/
theorem occupation_union (K : Matrix n n ℂ) {A B : Finset n} (hAB : Disjoint A B) :
    occupation K (A ∪ B) = (blockKernel K A B).det.re := by
  let f : A ⊕ B → (A ∪ B : Finset n) :=
    Sum.elim (fun a => ⟨a.1, Finset.mem_union_left B a.2⟩)
      (fun b => ⟨b.1, Finset.mem_union_right A b.2⟩)
  have hf : Function.Bijective f := by
    constructor
    · rintro (a | a) (b | b) h
      · have e : a.1 = b.1 := congrArg (fun x : (A ∪ B : Finset n) => x.1) h
        exact congrArg Sum.inl (Subtype.ext e)
      · have e : a.1 = b.1 := congrArg Subtype.val h
        exact (Finset.disjoint_left.mp hAB a.2 (e ▸ b.2)).elim
      · have e : a.1 = b.1 := congrArg Subtype.val h
        exact (Finset.disjoint_left.mp hAB b.2 (e ▸ a.2)).elim
      · have e : a.1 = b.1 := congrArg (fun x : (A ∪ B : Finset n) => x.1) h
        exact congrArg Sum.inr (Subtype.ext e)
    · rintro ⟨x, hx⟩
      rcases Finset.mem_union.mp hx with h | h
      · exact ⟨Sum.inl ⟨x, h⟩, rfl⟩
      · exact ⟨Sum.inr ⟨x, h⟩, rfl⟩
  have e : (restrict K (A ∪ B)).submatrix (Equiv.ofBijective f hf) (Equiv.ofBijective f hf)
      = blockKernel K A B := by
    ext (i | i) (j | j) <;> rfl
  rw [occupation, ← e, det_submatrix_equiv_self]
```

In `occupation_union`, the map `f` sends the two lists into the union. Disjointness is used to show that it is injective: an element of A and an element of B never land on the same site. `det_submatrix_equiv_self` then gives the equality of determinants.

For overlapping sets the inequality can fail. With A = B = {i} and K i i = 1/2, the left side is 1/2 and the right side is 1/4, because an event is positively correlated with itself.

## Repulsion and factorisation for the original kernel

```lean
omit [Fintype n] [DecidableEq n] in
/-- The block kernel of a positive semidefinite kernel is positive semidefinite. -/
theorem blockKernel_posSemidef {K : Matrix n n ℂ} (hK : K.PosSemidef) (A B : Finset n) :
    (blockKernel K A B).PosSemidef := by
  have e : blockKernel K A B = K.submatrix (Sum.elim (fun i : A => i.1) (fun j : B => j.1))
      (Sum.elim (fun i : A => i.1) (fun j : B => j.1)) := by
    ext (i | i) (j | j) <;> rfl
  rw [e]
  exact hK.submatrix _

omit [Fintype n] in
/-- Fermionic repulsion (Fischer's inequality): for a positive semidefinite kernel and disjoint
sets of sites, the joint occupation is at most the product of the separate occupations. -/
theorem fermionic_repulsion {K : Matrix n n ℂ} (hK : K.PosSemidef) {A B : Finset n}
    (hAB : Disjoint A B) :
    occupation K (A ∪ B) ≤ occupation K A * occupation K B := by
  rw [occupation_union K hAB]
  by_cases h0 : (blockKernel K A B).det = 0
  · rw [h0, Complex.zero_re]
    exact mul_nonneg (det_real_nonneg (hK.submatrix _)).1 (det_real_nonneg (hK.submatrix _)).1
  · exact (fischer_block (blockKernel_posSemidef hK A B) h0).1

omit [Fintype n] in
/-- For a positive semidefinite kernel and disjoint sets of sites with nonzero joint occupation,
the occupation factorises if and only if the kernel vanishes between the two sets. -/
theorem occupation_factorises_iff {K : Matrix n n ℂ} (hK : K.PosSemidef) {A B : Finset n}
    (hAB : Disjoint A B) (h0 : occupation K (A ∪ B) ≠ 0) :
    occupation K (A ∪ B) = occupation K A * occupation K B ↔
      ∀ i ∈ A, ∀ j ∈ B, K i j = 0 := by
  rw [occupation_union K hAB] at h0 ⊢
  constructor
  · intro h i hi j hj
    have hQ := (fischer_block (blockKernel_posSemidef hK A B)
      (fun hz => h0 ((congrArg Complex.re hz).trans Complex.zero_re))).2 h
    exact congrFun (congrFun hQ ⟨i, hi⟩) ⟨j, hj⟩
  · intro h
    have hQ : K.submatrix (fun i : A => i.1) (fun j : B => j.1) = 0 := by
      ext i j
      exact h i.1 i.2 j.1 j.2
    have him : (restrict K A).det.im = 0 := (det_real_nonneg (hK.submatrix _)).2
    rw [blockKernel, hQ, det_fromBlocks_zero₁₂, Complex.mul_re, him, zero_mul, sub_zero]
    rfl

end

end FermionicRepulsion
```

`blockKernel_posSemidef` transfers positivity to the block form. `fermionic_repulsion` assumes only positivity and disjointness, and splits into the singular and invertible cases. `occupation_factorises_iff` adds `h0`, the nonzero joint occupation. Its forward direction reads Q = 0 entry by entry, and its reverse direction takes the determinant of a block-triangular matrix.

The line `omit [Fintype n]` means that the lattice itself may be infinite in both theorems. Only A and B must be finite.

```lean
#print axioms FermionicRepulsion.fermionic_repulsion
#print axioms FermionicRepulsion.occupation_factorises_iff
```

```
'FermionicRepulsion.fermionic_repulsion' depends on axioms: [propext, Classical.choice, Quot.sound]
'FermionicRepulsion.occupation_factorises_iff' depends on axioms: [propext, Classical.choice, Quot.sound]
```

## From two sites to a half-filled chain

The smallest case with any repulsion has A = {i} and B = {j} with i ≠ j. The minor is

K i i · K j j − |K i j|²,

so the joint probability falls short of the independent value by exactly |K i j|². If A or B is empty, both sides agree and there are no pairs to check.

In a calculation one fills the orbitals, forms K from them, cuts out the rows and columns of the chosen sites and takes determinants. For the ground state of an infinite half-filled chain of spinless fermions with nearest-neighbour hopping amplitude −t, where t > 0, K i i = 1/2 and

K i j = sin(π(i − j)/2) / (π(i − j)) for i ≠ j.

This is 1/π for neighbours and 0 for second neighbours. For A = {1, 2} and B = {3},

det K_{A∪B} = 1/8 − 1/π² ≈ 0.024,

det K_A · det K_B = (1/4 − 1/π²) · 1/2 ≈ 0.074.

Three adjacent sites are therefore full about a third as often as they would be if site 3 were independent of the pair. Sites 1 and 3 taken alone have K 1 3 = 0, and their joint occupation factorises to 1/4.
